# On the infinite chain with on-site energy 2 and hopping amplitude −1, the energy expectation of normalised real states has infimum 0 and supremum 4, neither attained

Put amplitude 1 on a single site of an infinite chain and 0 elsewhere. The two bonds at its edges each contribute 1 to the sum of squared neighbour differences, so this energy is 2, and the squared norm is 1. With amplitude 1 on two adjacent sites, the energy is still 2 but the squared norm is 2, so their quotient drops from 2 to 1. Widening the plateau lowers the quotient further, but the two edges never disappear.

```lean
import Mathlib

open Finset

namespace InfiniteChainRayleigh

noncomputable section
```

For a real state $x:\mathbb Z\to\mathbb R$, define the hopping energy

$$E(x)=\sum_{n\in\mathbb Z}(x_{n+1}-x_n)^2 .$$

It is the energy expectation, before normalisation, of one particle with on-site energy 2 and hopping amplitude $-1$, in dimensionless units.

```lean
/-- The hopping energy of a real state on the infinite chain: the sum of squared differences
between neighbouring sites. -/
def hopEnergy (x : ℤ → ℝ) : ℝ := ∑' n, (x (n + 1) - x n) ^ 2
```

The squared norm is $\|x\|^2=\sum_n x_n^2$.

```lean
/-- The squared norm of a real state on the infinite chain. -/
def normSq (x : ℤ → ℝ) : ℝ := ∑' n, x n ^ 2
```

The Rayleigh quotient is $R(x)=E(x)/\|x\|^2$. It is unchanged by rescaling $x$, so states need not be normalised. Lean's `∑'` returns 0 for a divergent real series, which is why the theorems about general states assume square-summability.

```lean
/-- The Rayleigh quotient: hopping energy divided by squared norm. -/
def rayleigh (x : ℤ → ℝ) : ℝ := hopEnergy x / normSq x
```

Trial states are nonzero and live on finitely many sites.

```lean
/-- The trial states: nonzero real sequences on the integers with finite support. -/
def trialStates : Set (ℤ → ℝ) := {x | (Function.support x).Finite ∧ x ≠ 0}
```

The plateau $p^{(N)}$ equals 1 on sites $0,\dots,N$; its normalised version has amplitude $1/\sqrt{N+1}$ there.

```lean
/-- The plateau state, equal to 1 on the `N + 1` sites `0, ..., N` and to 0 elsewhere. -/
def plateau (N : ℕ) (n : ℤ) : ℝ := if 0 ≤ n ∧ n ≤ (N : ℤ) then 1 else 0
```

Staggering, $(Sx)_n=(-1)^n x_n$, will carry the bottom of the band to the top.

```lean
/-- The staggered state, obtained by flipping the sign of the amplitude on every odd site. -/
def stagger (x : ℤ → ℝ) (n : ℤ) : ℝ := (-1 : ℝ) ^ n * x n
```

## Norm and energy are finite

A trial state has only finitely many nonzero terms in $\sum_n x_n^2$, so it is square-summable.

```lean
/-- Every trial state is square-summable. -/
theorem summable_of_trial {x : ℤ → ℝ} (hx : x ∈ trialStates) :
    Summable fun n => x n ^ 2 := by
  refine (hasSum_sum_of_ne_finset_zero (s := hx.1.toFinset) (fun n hn => ?_)).summable
  have h0 : x n = 0 := by simpa using hn
  simp [h0]
```

If $x\neq0$, some $x_n^2$ is positive and no other term is negative. Hence $\|x\|^2>0$.

```lean
/-- A nonzero square-summable state has positive squared norm. -/
theorem normSq_pos {x : ℤ → ℝ} (hs : Summable fun n => x n ^ 2) (hx : x ≠ 0) :
    0 < normSq x := by
  obtain ⟨n, hn⟩ := Function.ne_iff.mp hx
  have hn' : x n ≠ 0 := hn
  exact hs.tsum_pos (fun i => sq_nonneg (x i)) n (by positivity)
```

The energy converges as well, because

$$(x_{n+1}-x_n)^2\le 2x_{n+1}^2+2x_n^2,$$

where the right side exceeds the left by $(x_{n+1}+x_n)^2\ge0$. Lean obtains summability of the shifted squares from the bijection $n\mapsto n+1$, then applies comparison.

```lean
/-- The squared differences between neighbouring amplitudes of a square-summable state
are summable. -/
theorem summable_hop {x : ℤ → ℝ} (hs : Summable fun n => x n ^ 2) :
    Summable fun n => (x (n + 1) - x n) ^ 2 := by
  have h1 := (Equiv.addRight (1 : ℤ)).summable_iff.mpr hs
  have h2 : Summable fun n : ℤ => x (n + 1) ^ 2 := h1
  refine Summable.of_nonneg_of_le (fun n => sq_nonneg _) (fun n => ?_)
    ((h2.mul_left 2).add (hs.mul_left 2))
  nlinarith [sq_nonneg (x (n + 1) + x n)]
```

## Zero energy would require a constant state

Suppose every difference $x_{n+1}-x_n$ vanished. Induction in both directions from site 0 would give $x_n=x_0$ for all $n$. Square-summability would then force $x_0=0$, contradicting $x\ne0$. Some bond therefore has positive energy, and $R(x)>0$.

The proof turns on Mathlib's `summable_const_iff`: over an infinite index type, a constant family is summable exactly when the constant is zero. This is where the infinitude of the chain enters. On a finite ring the uniform state is normalisable and has zero hopping energy, so the minimum is attained.

```lean
/-- The Rayleigh quotient of every nonzero square-summable state is strictly positive. -/
theorem rayleigh_pos {x : ℤ → ℝ} (hs : Summable fun n => x n ^ 2) (hx : x ≠ 0) :
    0 < rayleigh x := by
  refine div_pos ?_ (normSq_pos hs hx)
  -- some neighbouring amplitudes differ, since a constant state is not normalisable
  have hex : ∃ n, x (n + 1) - x n ≠ 0 := by
    by_contra hcon
    push Not at hcon
    have hstep : ∀ n, x (n + 1) = x n := fun n => sub_eq_zero.mp (hcon n)
    have hconst : ∀ n, x n = x 0 := by
      intro n
      refine Int.induction_on n rfl (fun i ih => ?_) (fun i ih => ?_)
      · rw [hstep, ih]
      · have h := hstep (-(i : ℤ) - 1)
        rw [sub_add_cancel] at h
        rw [← h, ih]
    have hc : Summable fun _ : ℤ => x 0 ^ 2 := hs.congr (fun n => by rw [hconst n])
    have h0 : x 0 ^ 2 = 0 := (summable_const_iff _).mp hc
    apply hx
    funext n
    rw [hconst n]
    exact pow_eq_zero_iff two_ne_zero |>.mp h0
  obtain ⟨n, hn⟩ := hex
  exact (summable_hop hs).tsum_pos (fun i => sq_nonneg _) n (by positivity)
```

## Long plateaus approach zero

For $p^{(N)}$, only bonds $n=-1$ and $n=N$ contribute, each with energy 1. There are $N+1$ occupied sites, so

$$R(p^{(N)})=\frac{2}{N+1}.$$

Lean reduces both infinite sums to finite ones: the two edge bonds for the energy, and the interval $0,\dots,N$ for the norm.

```lean
/-- The plateau on `N + 1` sites is a trial state with Rayleigh quotient `2 / (N + 1)`. -/
theorem rayleigh_plateau (N : ℕ) :
    plateau N ∈ trialStates ∧ rayleigh (plateau N) = 2 / ((N : ℝ) + 1) := by
  have a0 : plateau N 0 = 1 := by unfold plateau; exact if_pos (by omega)
  have a1 : plateau N (-1) = 0 := by unfold plateau; exact if_neg (by omega)
  have a2 : plateau N (N : ℤ) = 1 := by unfold plateau; exact if_pos (by omega)
  have a3 : plateau N ((N : ℤ) + 1) = 0 := by unfold plateau; exact if_neg (by omega)
  have hout : ∀ n, n ∉ Finset.Icc (0 : ℤ) N → plateau N n = 0 := by
    intro n hn
    rw [Finset.mem_Icc] at hn
    unfold plateau
    exact if_neg hn
  refine ⟨⟨(Finset.Icc (0 : ℤ) N).finite_toSet.subset ?_, ?_⟩, ?_⟩
  · intro n hn
    by_contra h
    exact hn (hout n h)
  · intro h
    have h0 := congrFun h 0
    rw [a0] at h0
    exact one_ne_zero h0
  · -- only the two edges of the plateau cost energy
    have hE : hopEnergy (plateau N) = 2 := by
      have hedge : (-1 : ℤ) ≠ (N : ℤ) := by omega
      have h : HasSum (fun n : ℤ => (plateau N (n + 1) - plateau N n) ^ 2)
          (∑ n ∈ ({-1, (N : ℤ)} : Finset ℤ), (plateau N (n + 1) - plateau N n) ^ 2) :=
        hasSum_sum_of_ne_finset_zero (fun n hn => by
          simp only [Finset.mem_insert, Finset.mem_singleton, not_or] at hn
          unfold plateau
          split_ifs <;> first | (exfalso; omega) | norm_num)
      refine h.tsum_eq.trans ?_
      rw [Finset.sum_pair hedge, neg_add_cancel, a0, a1, a2, a3]
      norm_num
    have hN : normSq (plateau N) = (N : ℝ) + 1 := by
      have h : HasSum (fun n : ℤ => plateau N n ^ 2)
          (∑ n ∈ Finset.Icc (0 : ℤ) N, plateau N n ^ 2) :=
        hasSum_sum_of_ne_finset_zero (fun n hn => by simp [hout n hn])
      refine h.tsum_eq.trans ?_
      have h1 : ∀ n ∈ Finset.Icc (0 : ℤ) N, plateau N n ^ 2 = 1 := by
        intro n hn
        rw [Finset.mem_Icc] at hn
        simp [plateau, hn.1, hn.2]
      have hcard : (Finset.Icc (0 : ℤ) N).card = N + 1 := by
        rw [Int.card_Icc]
        omega
      rw [Finset.sum_congr rfl h1, Finset.sum_const, hcard]
      simp
    rw [rayleigh, hE, hN]
```

Positivity makes 0 a lower bound. If some $b>0$ were also a lower bound, choosing $N$ with $1/(N+1)<b/2$ would give $R(p^{(N)})<b$, a contradiction. `IsGLB` states that 0 is the greatest lower bound over trial states; the second clause rules out a minimiser with value 0 even among all nonzero square-summable real states.

```lean
/-- The infimum of the Rayleigh quotient over the trial states is 0, while the quotient is
strictly positive for every nonzero square-summable state. -/
theorem infimum_zero_not_attained :
    IsGLB (rayleigh '' trialStates) 0 ∧
      ∀ x : ℤ → ℝ, (Summable fun n => x n ^ 2) → x ≠ 0 → 0 < rayleigh x := by
  refine ⟨⟨?_, ?_⟩, fun x hs hx => rayleigh_pos hs hx⟩
  · rintro _ ⟨x, hx, rfl⟩
    exact (rayleigh_pos (summable_of_trial hx) hx.2).le
  · intro b hb
    by_contra hpos
    -- a sufficiently long plateau lies below any positive bound
    obtain ⟨N, hN⟩ := exists_nat_one_div_lt (half_pos (not_le.mp hpos))
    have h := hb ⟨plateau N, (rayleigh_plateau N).1, rfl⟩
    rw [(rayleigh_plateau N).2] at h
    have e : 2 / ((N : ℝ) + 1) = 2 * (1 / ((N : ℝ) + 1)) := by ring
    linarith
```

For this non-interacting, one-particle chain, variational energies can thus converge to the band edge without any normalisable real state having that energy.

## Staggering reflects the band

Since $((-1)^n)^2=1$, staggering preserves every squared amplitude.

```lean
/-- Staggering leaves the squared amplitude on each site unchanged. -/
theorem stagger_sq (x : ℤ → ℝ) (n : ℤ) : stagger x n ^ 2 = x n ^ 2 := by
  have sq : (-1 : ℝ) ^ n * (-1 : ℝ) ^ n = 1 := by rw [← mul_zpow]; norm_num
  unfold stagger
  generalize (-1 : ℝ) ^ n = s at sq ⊢
  linear_combination x n ^ 2 * sq
```

Neighbouring signs are opposite, so differences become sums up to sign:

$$((Sx)_{n+1}-(Sx)_n)^2=(x_{n+1}+x_n)^2
=2(x_{n+1}^2+x_n^2)-(x_{n+1}-x_n)^2.$$

Summing over $n$ gives $E(Sx)=4\|x\|^2-E(x)$. For nonzero square-summable $x$, division by $\|x\|^2$ yields $R(Sx)=4-R(x)$. In Lean, `key` is the bond identity and `h5` supplies its sum.

```lean
/-- Staggering a nonzero square-summable state turns its Rayleigh quotient `R` into `4 - R`. -/
theorem rayleigh_stagger {x : ℤ → ℝ} (hs : Summable fun n => x n ^ 2) (hx : x ≠ 0) :
    rayleigh (stagger x) = 4 - rayleigh x := by
  have hN : normSq (stagger x) = normSq x := tsum_congr (stagger_sq x)
  have h1 := (Equiv.addRight (1 : ℤ)).hasSum_iff.mpr hs.hasSum
  have h2 : HasSum (fun n : ℤ => x (n + 1) ^ 2) (normSq x) := h1
  have h3 : HasSum (fun n : ℤ => x n ^ 2) (normSq x) := hs.hasSum
  have h4 : HasSum (fun n : ℤ => (x (n + 1) - x n) ^ 2) (hopEnergy x) :=
    (summable_hop hs).hasSum
  have h5 : HasSum (fun n : ℤ => 2 * (x (n + 1) ^ 2 + x n ^ 2) - (x (n + 1) - x n) ^ 2)
      (2 * (normSq x + normSq x) - hopEnergy x) := ((h2.add h3).mul_left 2).sub h4
  -- the parallelogram identity on each bond
  have key : ∀ n : ℤ, (stagger x (n + 1) - stagger x n) ^ 2 =
      2 * (x (n + 1) ^ 2 + x n ^ 2) - (x (n + 1) - x n) ^ 2 := by
    intro n
    have sq : (-1 : ℝ) ^ n * (-1 : ℝ) ^ n = 1 := by rw [← mul_zpow]; norm_num
    have e : (-1 : ℝ) ^ (n + 1) = -(-1 : ℝ) ^ n := by
      rw [zpow_add_one₀ (by norm_num), mul_neg_one]
    simp only [stagger, e]
    generalize (-1 : ℝ) ^ n = s at sq ⊢
    linear_combination (x (n + 1) + x n) ^ 2 * sq
  have hE : hopEnergy (stagger x) = 2 * (normSq x + normSq x) - hopEnergy x :=
    (tsum_congr key).trans h5.tsum_eq
  have hpos : normSq x ≠ 0 := (normSq_pos hs hx).ne'
  rw [rayleigh, rayleigh, hE, hN, sub_div]
  congr 1
  rw [div_eq_iff hpos]
  ring
```

The state $Sx$ is nonzero and square-summable whenever $x$ is, so $4-R(x)=R(Sx)>0$ and $R(x)<4$. Now let $b$ be any upper bound over trial states. Staggering preserves finite support, so $4-R(x)=R(Sx)\le b$ for every trial $x$. Thus $4-b$ is a lower bound for $R$, and the infimum result gives $4-b\le0$, or $b\ge4$. This is the `IsLUB` clause: 4 is the least upper bound.

```lean
/-- The supremum of the Rayleigh quotient over the trial states is 4, while the quotient is
strictly below 4 for every nonzero square-summable state. -/
theorem supremum_four_not_attained :
    IsLUB (rayleigh '' trialStates) 4 ∧
      ∀ x : ℤ → ℝ, (Summable fun n => x n ^ 2) → x ≠ 0 → rayleigh x < 4 := by
  have hne : ∀ x : ℤ → ℝ, x ≠ 0 → stagger x ≠ 0 := by
    intro x hx h
    apply hx
    funext n
    have h0 := stagger_sq x n
    rw [h] at h0
    exact pow_eq_zero_iff two_ne_zero |>.mp (by simpa using h0.symm)
  have hlt : ∀ x : ℤ → ℝ, (Summable fun n => x n ^ 2) → x ≠ 0 → rayleigh x < 4 := by
    intro x hs hx
    have h := rayleigh_pos (hs.congr (fun n => by rw [stagger_sq])) (hne x hx)
    rw [rayleigh_stagger hs hx] at h
    linarith
  refine ⟨⟨?_, ?_⟩, hlt⟩
  · rintro _ ⟨x, hx, rfl⟩
    exact (hlt x (summable_of_trial hx) hx.2).le
  · intro b hb
    -- staggering turns an upper bound b into the lower bound 4 - b
    have hlow : 4 - b ∈ lowerBounds (rayleigh '' trialStates) := by
      rintro _ ⟨x, hx, rfl⟩
      have hmem : stagger x ∈ trialStates := by
        refine ⟨hx.1.subset ?_, hne x hx.2⟩
        intro n hn
        rw [Function.mem_support] at hn ⊢
        intro h0
        exact hn (by simp [stagger, h0])
      have h := hb ⟨stagger x, hmem, rfl⟩
      rw [rayleigh_stagger (summable_of_trial hx) hx.2] at h
      linarith
    have h := infimum_zero_not_attained.1.2 hlow
    linarith

end

end InfiniteChainRayleigh
```

```lean
#print axioms InfiniteChainRayleigh.supremum_four_not_attained
```

```
'InfiniteChainRayleigh.supremum_four_not_attained' depends on axioms: [propext, Classical.choice, Quot.sound]
```
